# WKB level gaps in the well $|x|^N$ widen for $N>2$, stay equal for $N=2$ and shrink for $0<N<2$

## Could a flat bottom reverse the trend at low energy?

With $\hbar=m=1$, the first three WKB levels in the well $x^2$ are $\sqrt2/2$, $3\sqrt2/2$ and $5\sqrt2/2$, so both gaps equal $\sqrt2$. In $x^4$ I get about $0.546$, $2.364$ and $4.671$, and the gap grows from $1.817$ to $2.307$.

I would put that down to the steeper walls, but $x^4$ is steeper than $x^2$ only far out; near the origin it is flatter. For some exponent just above 2, could the lowest gaps shrink before they start to grow?

## One power law fixes every level

No. Take $x^4$ first. Measuring length in units of the turning point, $x=E^{1/4}y$, turns the action at energy $E$ into $E^{3/4}$ times the action at energy 1. The levels are therefore proportional to $(n+\tfrac12)^{4/3}$, a strictly convex function of $n$, and the gaps grow from the start. Measured in units of $E$ and of the turning point, the well looks the same at every energy, so the flat bottom takes up the same share of the allowed region at low energy as at high energy.

For any real $N>0$, define the action
$$S(E)=\int_{|x|^N\le E}\sqrt{2(E-|x|^N)}\,dx .$$
It vanishes for $E\le0$. For $E>0$, put $x=E^{1/N}y$. Then $dx=E^{1/N}dy$ and the root becomes $\sqrt E\,\sqrt{2(1-|y|^N)}$, so
$$S(E)=E^{1/2+1/N}S(1).$$
Here $S(1)>0$, because the integrand is continuous, nonnegative and equal to $\sqrt2$ at $y=0$.

Since $\tfrac12+\tfrac1N=\tfrac{N+2}{2N}$, the condition $S(E_n)=(n+\tfrac12)\pi$ has exactly one solution,
$$E_n=K\,(n+\tfrac12)^p,\qquad p=\frac{2N}{N+2},\qquad K=\left(\frac{\pi}{S(1)}\right)^{p}>0 .$$

Now $p-1=\frac{N-2}{N+2}$, so $p>1$ exactly when $N>2$. Write $t=n+\tfrac12$. The point $t+1$ is the midpoint of $t$ and $t+2$, so for $p>1$ strict convexity gives
$$(t+1)^p<\tfrac12t^p+\tfrac12(t+2)^p .$$
Multiplying by $2K$ and rearranging gives $E_{n+1}-E_n<E_{n+2}-E_{n+1}$. For $p<1$ the power is strictly concave and the inequality reverses. For $N=2$, $S(1)$ is $\sqrt2$ times the half-disc area $\pi/2$, so $E_n=\sqrt2(n+\tfrac12)$.

In a calculation, this means one quadrature for all the WKB levels of a given $N$. For $N=4$ it gives $S(1)\approx2.472$, hence $K\approx1.377$, and your three energies follow by taking powers, with no root search for each level.

## What the Lean theorems say

`wkbAction N E` is $S(E)$, with a real exponent `N`, and `levelGap E n` is $E_{n+1}-E_n$. `existsUnique_level` says that for each natural $n$ exactly one real energy meets the condition. In `level_spacing`, `E` is any sequence satisfying the condition at every $n$ (hypothesis `hE`); `StrictMono` and `StrictAnti` mean strictly increasing and strictly decreasing gaps. `well_shape_of_spacing` is the converse: within this family, the trend of the gaps tells whether $N$ is above, at or below 2.

The quantisation condition is assumed, not derived from the Schrödinger equation. Its $\tfrac12$ stands for the phase lost at two soft turning points. The result thus describes leading-order WKB levels of one particle in a one-dimensional power-law well. For $N=2$ these coincide with the exact eigenvalues, but in general they do not.

```lean
import Mathlib

open MeasureTheory
open scoped Real

namespace WKBLevelSpacing

noncomputable section

/-- The WKB action at energy `E` in the well `|x|^N`: the integral of the classical momentum
`√(2(E - |x|^N))` over the classically allowed region (units with `ħ = m = 1`). -/
def wkbAction (N E : ℝ) : ℝ :=
  ∫ x in {x : ℝ | |x| ^ N ≤ E}, √(2 * (E - |x| ^ N))

/-- The gap between level `n` and the next level of a sequence of energies. -/
def levelGap (E : ℕ → ℝ) (n : ℕ) : ℝ := E (n + 1) - E n

/-- The action is also the integral over the whole line of the square root, which Lean sets
to zero in the forbidden region. -/
theorem wkbAction_eq_integral (N E : ℝ) :
    wkbAction N E = ∫ x : ℝ, √(2 * (E - |x| ^ N)) := by
  unfold wkbAction
  apply setIntegral_eq_integral_of_forall_compl_eq_zero
  intro x hx
  have h : E < |x| ^ N := not_le.mp hx
  exact Real.sqrt_eq_zero_of_nonpos (by linarith)

/-- Scaling law: for `N > 0` and `E > 0` the action grows with energy as `E^(1/2 + 1/N)`. -/
theorem wkbAction_scaling {N E : ℝ} (hN : 0 < N) (hE : 0 < E) :
    wkbAction N E = E ^ (1 / 2 + 1 / N) * wkbAction N 1 := by
  rw [wkbAction_eq_integral N E, wkbAction_eq_integral N 1]
  have ha : 0 < E ^ (1 / N) := Real.rpow_pos_of_pos hE _
  have haN : (E ^ (1 / N)) ^ N = E := by
    rw [← Real.rpow_mul hE.le, one_div_mul_cancel hN.ne', Real.rpow_one]
  -- measure length in units of the turning point `E^(1/N)`
  have key := Measure.integral_comp_mul_left
    (fun x : ℝ => √(2 * (E - |x| ^ N))) (E ^ (1 / N))
  have hpt : ∀ x : ℝ, √(2 * (E - |E ^ (1 / N) * x| ^ N)) = √E * √(2 * (1 - |x| ^ N)) := by
    intro x
    rw [abs_mul, abs_of_pos ha, Real.mul_rpow ha.le (abs_nonneg x), haN,
      ← Real.sqrt_mul hE.le]
    congr 1
    ring
  simp only [hpt] at key
  rw [integral_const_mul, abs_of_pos (inv_pos.mpr ha), smul_eq_mul] at key
  rw [Real.rpow_add hE, ← Real.sqrt_eq_rpow E, mul_assoc, mul_left_comm, key,
    mul_inv_cancel_left₀ ha.ne']

/-- For `N > 0` the action at unit energy is positive. -/
theorem wkbAction_one_pos {N : ℝ} (hN : 0 < N) : 0 < wkbAction N 1 := by
  rw [wkbAction_eq_integral]
  have hc : Continuous fun x : ℝ => √(2 * (1 - |x| ^ N)) :=
    (continuous_const.mul (continuous_const.sub
      (continuous_abs.rpow_const fun _ => Or.inr hN.le))).sqrt
  have hs : HasCompactSupport fun x : ℝ => √(2 * (1 - |x| ^ N)) := by
    apply HasCompactSupport.intro (isCompact_Icc (a := (-1 : ℝ)) (b := 1))
    intro x hx
    have h1 : 1 < |x| := by
      by_contra h
      exact hx (abs_le.mp (not_lt.mp h))
    have h2 : 1 ≤ |x| ^ N := Real.one_le_rpow h1.le hN.le
    exact Real.sqrt_eq_zero_of_nonpos (by linarith)
  refine hc.integral_pos_of_hasCompactSupport_nonneg_nonzero hs
    (fun x => Real.sqrt_nonneg _) (x := 0) ?_
  simp [Real.zero_rpow hN.ne']

/-- For `N > 0` the action takes a value `c > 0` at exactly the energy
`(c / S)^(2N/(N+2))`, where `S` is the action at unit energy. -/
theorem wkbAction_eq_iff {N E c : ℝ} (hN : 0 < N) (hc : 0 < c) :
    wkbAction N E = c ↔ E = (c / wkbAction N 1) ^ (2 * N / (N + 2)) := by
  have hS := wkbAction_one_pos hN
  have hq : (1 / 2 + 1 / N) * (2 * N / (N + 2)) = 1 := by
    have : N + 2 ≠ 0 := by positivity
    field_simp
  constructor
  · intro h
    have hE : 0 < E := by
      -- for `E ≤ 0` the action would vanish
      by_contra hE
      have h0 : ∀ x : ℝ, √(2 * (E - |x| ^ N)) = 0 := fun x =>
        Real.sqrt_eq_zero_of_nonpos (by
          have := Real.rpow_nonneg (abs_nonneg x) N
          linarith)
      rw [wkbAction_eq_integral] at h
      simp only [h0, integral_zero] at h
      linarith
    rw [← h, wkbAction_scaling hN hE, mul_div_cancel_right₀ _ hS.ne',
      ← Real.rpow_mul hE.le, hq, Real.rpow_one]
  · intro h
    have hd : 0 < c / wkbAction N 1 := div_pos hc hS
    have hE : 0 < E := h ▸ Real.rpow_pos_of_pos hd _
    rw [wkbAction_scaling hN hE, h, ← Real.rpow_mul hd.le, mul_comm (2 * N / (N + 2)), hq,
      Real.rpow_one, div_mul_cancel₀ _ hS.ne']

/-- For `N > 0` and each natural `n`, the WKB condition `action = (n + 1/2)π` holds at exactly
one energy. -/
theorem existsUnique_level {N : ℝ} (hN : 0 < N) (n : ℕ) :
    ∃! E : ℝ, wkbAction N E = ((n : ℝ) + 1 / 2) * π := by
  have hc : 0 < ((n : ℝ) + 1 / 2) * π := by positivity
  exact ⟨(((n : ℝ) + 1 / 2) * π / wkbAction N 1) ^ (2 * N / (N + 2)),
    (wkbAction_eq_iff hN hc).2 rfl, fun E h => (wkbAction_eq_iff hN hc).1 h⟩

/-- In the harmonic well `x^2` the WKB condition holds exactly at `E = √2 (n + 1/2)`. -/
theorem harmonic_level (E : ℝ) (n : ℕ) :
    wkbAction 2 E = ((n : ℝ) + 1 / 2) * π ↔ E = √2 * ((n : ℝ) + 1 / 2) := by
  have hs : {x : ℝ | |x| ^ (2 : ℝ) ≤ 1} = Set.Icc (-1) 1 := by
    ext x
    simp only [Set.mem_ofPred_eq, Set.mem_Icc, Real.rpow_two, sq_abs,
      sq_le_one_iff_abs_le_one, abs_le]
  have hf : ∀ x : ℝ, √(2 * (1 - |x| ^ (2 : ℝ))) = √2 * √(1 - x ^ 2) := by
    intro x
    rw [Real.rpow_two, sq_abs, Real.sqrt_mul (by norm_num : (0 : ℝ) ≤ 2)]
  -- at unit energy the action is `√2` times the area of a half disc
  have h1 : wkbAction 2 1 = √2 * (π / 2) := by
    unfold wkbAction
    rw [hs]
    simp only [hf]
    rw [integral_const_mul, integral_Icc_eq_integral_Ioc,
      ← intervalIntegral.integral_of_le (by norm_num : (-1 : ℝ) ≤ 1),
      integral_sqrt_one_sub_sq]
  have h2 : √2 * √2 = (2 : ℝ) := Real.mul_self_sqrt (by norm_num)
  have h3 : ((n : ℝ) + 1 / 2) * π / (√2 * (π / 2)) = √2 * ((n : ℝ) + 1 / 2) := by
    rw [div_eq_iff (by positivity)]
    linear_combination (-((n : ℝ) + 1 / 2) * π / 2) * h2
  rw [wkbAction_eq_iff two_pos (by positivity), h1, h3,
    show (2 * 2 / (2 + 2) : ℝ) = 1 by norm_num, Real.rpow_one]

/-- Level spacing and well shape: for WKB levels of the well `|x|^N`, `N > 0`, the gaps strictly
increase if `N > 2`, all equal `√2` if `N = 2`, and strictly decrease if `N < 2`. -/
theorem level_spacing {N : ℝ} (hN : 0 < N) {E : ℕ → ℝ}
    (hE : ∀ n : ℕ, wkbAction N (E n) = ((n : ℝ) + 1 / 2) * π) :
    (2 < N → StrictMono (levelGap E)) ∧ (N = 2 → ∀ n, levelGap E n = √2) ∧
      (N < 2 → StrictAnti (levelGap E)) := by
  have hS := wkbAction_one_pos hN
  have hK : 0 < (π / wkbAction N 1) ^ (2 * N / (N + 2)) :=
    Real.rpow_pos_of_pos (div_pos Real.pi_pos hS) _
  -- the levels are a fixed power of `n + 1/2`
  have hform : ∀ n : ℕ, E n = ((n : ℝ) + 1 / 2) ^ (2 * N / (N + 2)) *
      (π / wkbAction N 1) ^ (2 * N / (N + 2)) := by
    intro n
    rw [(wkbAction_eq_iff hN (by positivity)).1 (hE n), mul_div_assoc,
      Real.mul_rpow (by positivity) (div_pos Real.pi_pos hS).le]
  have e1 : ∀ n : ℕ, ((n + 1 : ℕ) : ℝ) + 1 / 2 = (n : ℝ) + 1 / 2 + 1 := by
    intro n
    push_cast
    ring
  have e2 : ∀ n : ℕ, ((n + 1 + 1 : ℕ) : ℝ) + 1 / 2 = (n : ℝ) + 1 / 2 + 2 := by
    intro n
    push_cast
    ring
  have mid : ∀ x : ℝ, (1 / 2 : ℝ) * x + 1 / 2 * (x + 2) = x + 1 := fun x => by ring
  have hhalf : (0 : ℝ) < 1 / 2 := by norm_num
  refine ⟨fun h => strictMono_nat_of_lt_succ fun n => ?_, fun h n => ?_,
    fun h => strictAnti_nat_of_succ_lt fun n => ?_⟩
  · -- exponent above one: strict convexity
    have hp : 1 < 2 * N / (N + 2) := by
      rw [lt_div_iff₀ (by linarith)]
      linarith
    have hx : (0 : ℝ) ≤ (n : ℝ) + 1 / 2 := by positivity
    have hy : (0 : ℝ) ≤ (n : ℝ) + 1 / 2 + 2 := by positivity
    have hc := (strictConvexOn_rpow hp).2 (Set.mem_Ici.mpr hx) (Set.mem_Ici.mpr hy)
      (by intro h; linarith) hhalf hhalf (by norm_num)
    simp only [smul_eq_mul, mid] at hc
    have hm := mul_lt_mul_of_pos_right hc hK
    unfold levelGap
    rw [hform n, hform (n + 1), hform (n + 1 + 1), e1, e2]
    linarith
  · subst h
    unfold levelGap
    rw [(harmonic_level _ _).1 (hE n), (harmonic_level _ _).1 (hE (n + 1))]
    push_cast
    ring
  · -- exponent below one: strict concavity
    have hp : 2 * N / (N + 2) < 1 := by
      rw [div_lt_iff₀ (by linarith)]
      linarith
    have hx : (0 : ℝ) ≤ (n : ℝ) + 1 / 2 := by positivity
    have hy : (0 : ℝ) ≤ (n : ℝ) + 1 / 2 + 2 := by positivity
    have hc := (Real.strictConcaveOn_rpow (by positivity) hp).2 (Set.mem_Ici.mpr hx)
      (Set.mem_Ici.mpr hy) (by intro h; linarith) hhalf hhalf (by norm_num)
    simp only [smul_eq_mul, mid] at hc
    have hm := mul_lt_mul_of_pos_right hc hK
    unfold levelGap
    rw [hform n, hform (n + 1), hform (n + 1 + 1), e2 n, e1 n]
    linarith

/-- Well shape from the spectrum: for WKB levels of the well `|x|^N`, `N > 0`, the gaps strictly
increase only if `N > 2`, are constant only if `N = 2`, and strictly decrease only if `N < 2`. -/
theorem well_shape_of_spacing {N : ℝ} (hN : 0 < N) {E : ℕ → ℝ}
    (hE : ∀ n : ℕ, wkbAction N (E n) = ((n : ℝ) + 1 / 2) * π) :
    (StrictMono (levelGap E) → 2 < N) ∧ ((∀ m n, levelGap E m = levelGap E n) → N = 2) ∧
      (StrictAnti (levelGap E) → N < 2) := by
  obtain ⟨h1, h2, h3⟩ := level_spacing hN hE
  have h01 : (0 : ℕ) < 1 := one_pos
  -- the first two gaps already tell the three cases apart
  refine ⟨fun h => ?_, fun h => ?_, fun h => ?_⟩
  · have hg := h h01
    rcases lt_trichotomy N 2 with hl | he | hr
    · exact (lt_asymm hg (h3 hl h01)).elim
    · exact (hg.ne ((h2 he 0).trans (h2 he 1).symm)).elim
    · exact hr
  · have hg := h 0 1
    rcases lt_trichotomy N 2 with hl | he | hr
    · exact ((h3 hl h01).ne hg.symm).elim
    · exact he
    · exact ((h1 hr h01).ne hg).elim
  · have hg := h h01
    rcases lt_trichotomy N 2 with hl | he | hr
    · exact hl
    · exact (hg.ne ((h2 he 1).trans (h2 he 0).symm)).elim
    · exact (lt_asymm hg (h1 hr h01)).elim

end

end WKBLevelSpacing
```

```lean
#print axioms WKBLevelSpacing.existsUnique_level
#print axioms WKBLevelSpacing.level_spacing
#print axioms WKBLevelSpacing.well_shape_of_spacing
```

```
'WKBLevelSpacing.existsUnique_level' depends on axioms: [propext, Classical.choice, Quot.sound]
'WKBLevelSpacing.level_spacing' depends on axioms: [propext, Classical.choice, Quot.sound]
'WKBLevelSpacing.well_shape_of_spacing' depends on axioms: [propext, Classical.choice, Quot.sound]
```

## From the scaling law to the gaps

`wkbAction_eq_integral` extends the integral to the whole line, since Lean's real square root is zero on negative numbers. `wkbAction_scaling` then makes the substitution with `Measure.integral_comp_mul_left`, and `wkbAction_one_pos` proves $S(1)>0$ from continuity and compact support.

`wkbAction_eq_iff` inverts the scaling law. Its step `hq` checks that the two exponents multiply to 1, and energies $E\le0$ are excluded because their action is zero. Existence and uniqueness follow directly, and `harmonic_level` inserts the half-disc area.

In `level_spacing`, `hform` writes each level as $(n+\tfrac12)^p$ times $K$. The midpoint inequality comes from `strictConvexOn_rpow` or `Real.strictConcaveOn_rpow` with both weights $\tfrac12$; it is multiplied by $K$, and `linarith` rearranges it into a comparison of neighbouring gaps. The converse compares only the first two gaps, which already separate the three cases.
